# For w > 0 the long-range interaction erf(ws)/s between finitely many points is positive semidefinite and gives nonpositive exchange

A calculation with a range-separated hybrid functional can compress its long-range interaction by a pivoted Cholesky factorisation. Let \(K_{ij}\) be the long-range interaction between grid points \(r_i\) and \(r_j\). The factorisation writes \(K \approx LL^{T}\) with few columns in \(L\), and the long-range part of the Hartree energy of charges \(\rho_i\) is approximated by \(\tfrac12\lVert L^{T}\rho\rVert^2\). Each new column needs the square root of a diagonal entry of what is left of \(K\). These entries are nonnegative if \(K\) is positive semidefinite, which is shown here for any finite set of points.

## Splitting the Coulomb repulsion

In atomic units, two unit charges at distance \(s\) repel with energy \(1/s\). Range separation divides this into

\[
\frac1s=\frac{\operatorname{erf}(ws)}{s}+\frac{1-\operatorname{erf}(ws)}{s},
\]

where \(w\) is the range-separation parameter, usually written \(\omega\) or \(\mu\). The first term is the long-range part. It keeps the Coulomb tail and is finite at \(s=0\).

The points are a family `r` indexed by a finite type `ι`, with values in `EuclideanSpace ℝ (Fin d)`. The physical case is \(d=3\), but no argument depends on \(d\). Points may coincide.

```lean
import Mathlib

open Matrix

namespace RangeSeparation

noncomputable section

variable {ι : Type*} [Fintype ι] {d : ℕ}
```

The error function is defined by its usual integral.

```lean
/-- The error function, `erf x = (2/√π) ∫₀ˣ exp(-t²) dt`. -/
def erf (x : ℝ) : ℝ :=
  2 / Real.sqrt Real.pi * ∫ t in (0 : ℝ)..x, Real.exp (-t ^ 2)
```

The long-range interaction is defined as a superposition of Gaussians of the distance,

\[
v_w(s)=\frac{2}{\sqrt\pi}\int_0^w e^{-u^2s^2}\,du .
\]

```lean
/-- The long-range interaction at distance `s` with range-separation parameter `w`,
written as a superposition of Gaussians. -/
def lrKernel (w s : ℝ) : ℝ :=
  2 / Real.sqrt Real.pi * ∫ u in (0 : ℝ)..w, Real.exp (-(u ^ 2 * s ^ 2))
```

The matrix has entries \(K_{ij}=v_w(|r_i-r_j|)\).

```lean
/-- The matrix of long-range interactions between the points `r i`. -/
def lrMatrix (w : ℝ) (r : ι → EuclideanSpace ℝ (Fin d)) : Matrix ι ι ℝ :=
  Matrix.of fun i j => lrKernel w ‖r i - r j‖
```

The long-range Hartree energy is \(E_H(w)=\tfrac12\sum_{ij}\rho_i\rho_jK_{ij}\), including the terms \(i=j\). The numbers \(\rho_i\) are charges, not densities, and may have either sign. For an electron density \(n\) on a grid with positive quadrature weights \(a_i\), one sets \(\rho_i=a_i\,n(r_i)\).

```lean
/-- The long-range Hartree energy of the charges `ρ i` placed at the points `r i`. -/
def lrHartree (w : ℝ) (r : ι → EuclideanSpace ℝ (Fin d)) (ρ : ι → ℝ) : ℝ :=
  1 / 2 * ∑ i, ∑ j, ρ i * ρ j * lrMatrix w r i j
```

The exchange energy is \(E_x=-\tfrac12\sum_{ij}K_{ij}|\gamma_{ij}|^2\), the expression for one spin channel. On the same grid, \(\gamma_{ij}=\sqrt{a_ia_j}\,\gamma(r_i,r_j)\), with the one-particle density matrix of that channel on the right. The definition accepts any complex matrix, so neither hermiticity nor idempotency is assumed.

```lean
/-- The long-range exchange energy expression for one spin channel, evaluated for any complex matrix
`γ` on the points `r i`. -/
def lrExchange (w : ℝ) (r : ι → EuclideanSpace ℝ (Fin d)) (γ : Matrix ι ι ℂ) : ℝ :=
  -(1 / 2 * ∑ i, ∑ j, lrMatrix w r i j * ‖γ i j‖ ^ 2)
```

The theorems concern these finite sums. The step they leave open is the passage to the double integrals over continuous densities that the sums approximate.

## The Gaussian integral is erf(ws)/s

For \(s\neq0\), substitute \(t=us\), so that \(dt=s\,du\):

\[
v_w(s)=\frac{2}{\sqrt\pi}\,\frac1s\int_0^{ws}e^{-t^2}\,dt=\frac{\operatorname{erf}(ws)}{s}.
\]

The substitution is the library lemma `intervalIntegral.integral_comp_mul_right`, and `ring` rearranges the prefactors.

```lean
/-- At nonzero distance `s` the long-range interaction is `erf(w s)/s`. -/
theorem lrKernel_eq_erf_div (w : ℝ) {s : ℝ} (hs : s ≠ 0) :
    lrKernel w s = erf (w * s) / s := by
  -- substitute t = u s
  have h := intervalIntegral.integral_comp_mul_right (a := 0) (b := w)
    (fun t : ℝ => Real.exp (-t ^ 2)) hs
  simp only [zero_mul, smul_eq_mul, mul_pow] at h
  unfold lrKernel erf
  rw [h]
  ring
```

At \(s=0\) the integrand is 1, the integral is \(w\), and \(v_w(0)=2w/\sqrt\pi\). This is the diagonal of \(K\).

```lean
/-- At zero distance the long-range interaction has the finite value `2w/√π`. -/
theorem lrKernel_zero (w : ℝ) : lrKernel w 0 = 2 * w / Real.sqrt Real.pi := by
  have h : ∫ u in (0 : ℝ)..w, Real.exp (-(u ^ 2 * (0 : ℝ) ^ 2)) = w := by simp
  unfold lrKernel
  rw [h]
  ring
```

Another way to model the interaction is to take `erf (w * s) / s` as its definition. Lean evaluates division by zero as zero, so the diagonal of \(K\) would vanish. For \(w>0\) and two distinct points, the matrix would then have the eigenvalues \(\pm v_w(|r_1-r_2|)\), and semidefiniteness would fail. That definition would need the value at \(s=0\) as a separate case, whereas the integral supplies it.

## Powers of inner products

Let \(G_{ij}=r_i\cdot r_j\). For every power \(n\) and all real coefficients \(c_i\),

\[
\sum_{ij}c_ic_j\,G_{ij}^{\,n}\ge0 .
\]

For \(n=0\) the sum is \(\left(\sum_ic_i\right)^2\). For the step from \(n\) to \(n+1\), write one factor in coordinates, \(G_{ij}=\sum_kr_{ik}r_{jk}\), and group the coordinates with the coefficients:

\[
\sum_{ij}c_ic_j\,G_{ij}^{\,n+1}=\sum_k\sum_{ij}(c_ir_{ik})(c_jr_{jk})\,G_{ij}^{\,n}.
\]

For each \(k\), the inner double sum is the case \(n\) with coefficients \(c_ir_{ik}\), so it is nonnegative. The coefficients change in this step, which is why the Lean statement has `∀ c` inside the induction. The identity above is `key`, and the last line applies the induction hypothesis `ih` to the new coefficients.

```lean
/-- The entrywise powers of a Gram matrix have nonnegative quadratic forms. -/
theorem gram_pow_nonneg (r : ι → EuclideanSpace ℝ (Fin d)) (n : ℕ) :
    ∀ c : ι → ℝ, 0 ≤ ∑ i, ∑ j, c i * c j * (inner ℝ (r i) (r j)) ^ n := by
  induction n with
  | zero =>
    intro c
    have h : ∑ i, ∑ j, c i * c j * (inner ℝ (r i) (r j)) ^ 0 = (∑ i, c i) ^ 2 := by
      simp only [pow_zero, mul_one]
      rw [sq, Finset.sum_mul_sum]
    rw [h]
    positivity
  | succ n ih =>
    intro c
    -- expand one inner product in coordinates and absorb them into the coefficients
    have key : ∑ i, ∑ j, c i * c j * (inner ℝ (r i) (r j)) ^ (n + 1)
        = ∑ k, ∑ i, ∑ j, (c i * r i k) * (c j * r j k) * (inner ℝ (r i) (r j)) ^ n := by
      symm
      refine Finset.sum_comm.trans (Finset.sum_congr rfl fun i _ =>
        Finset.sum_comm.trans (Finset.sum_congr rfl fun j _ => ?_))
      have hG : inner ℝ (r i) (r j) = ∑ k, r i k * r j k := by
        simp [PiLp.inner_apply, mul_comm]
      calc ∑ k, (c i * r i k) * (c j * r j k) * (inner ℝ (r i) (r j)) ^ n
          = (∑ k, r i k * r j k) * (c i * c j * (inner ℝ (r i) (r j)) ^ n) := by
            rw [Finset.sum_mul]
            exact Finset.sum_congr rfl fun k _ => by ring
        _ = c i * c j * (inner ℝ (r i) (r j)) ^ (n + 1) := by
            rw [← hG]
            ring
    rw [key]
    exact Finset.sum_nonneg fun k _ => ih (fun i => c i * r i k)
```

## A Gaussian interaction has a nonnegative quadratic form

Expanding the squared distance gives

\[
e^{-u^2|r_i-r_j|^2}=e^{-u^2|r_i|^2}\,e^{-u^2|r_j|^2}\,e^{2u^2G_{ij}} .
\]

The first two factors each depend on one point and can be absorbed in \(b_i=c_i\,e^{-u^2|r_i|^2}\). The exponential series of the third factor then gives

\[
\sum_{ij}c_ic_j\,e^{-u^2|r_i-r_j|^2}
=\sum_{n=0}^{\infty}\frac{(2u^2)^n}{n!}\sum_{ij}b_ib_j\,G_{ij}^{\,n}\ge0,
\]

because every term is nonnegative by the previous result.

In the code, `hsplit` is the factorisation. The statement `hs` exchanges the infinite series with the two finite sums, `hn` pulls out the factor \((2u^2)^n/n!\), and `tsum_nonneg` adds up the nonnegative terms.

```lean
/-- A Gaussian interaction gives every set of real point charges a nonnegative
quadratic form. -/
theorem gaussian_nonneg (r : ι → EuclideanSpace ℝ (Fin d)) (c : ι → ℝ) (u : ℝ) :
    0 ≤ ∑ i, ∑ j, c i * c j * Real.exp (-(u ^ 2 * ‖r i - r j‖ ^ 2)) := by
  have hexp (t : ℝ) : HasSum (fun n : ℕ => t ^ n / (n.factorial : ℝ)) (Real.exp t) := by
    rw [Real.exp_eq_exp_ℝ, NormedSpace.exp_eq_tsum_div]
    exact (Real.summable_pow_div_factorial t).hasSum
  let b : ι → ℝ := fun i => c i * Real.exp (-(u ^ 2 * ‖r i‖ ^ 2))
  -- split off the one-point factors of the Gaussian
  have hsplit : ∑ i, ∑ j, c i * c j * Real.exp (-(u ^ 2 * ‖r i - r j‖ ^ 2))
      = ∑ i, ∑ j, b i * b j * Real.exp (2 * u ^ 2 * inner ℝ (r i) (r j)) := by
    refine Finset.sum_congr rfl fun i _ => Finset.sum_congr rfl fun j _ => ?_
    have h : -(u ^ 2 * ‖r i - r j‖ ^ 2) = -(u ^ 2 * ‖r i‖ ^ 2) + -(u ^ 2 * ‖r j‖ ^ 2)
        + 2 * u ^ 2 * inner ℝ (r i) (r j) := by
      rw [norm_sub_sq_real]
      ring
    rw [h, Real.exp_add, Real.exp_add]
    simp only [b]
    ring
  -- expand the remaining exponential in powers of the Gram matrix
  have hs : HasSum (fun n : ℕ => ∑ i, ∑ j, b i * b j *
      ((2 * u ^ 2 * inner ℝ (r i) (r j)) ^ n / (n.factorial : ℝ)))
      (∑ i, ∑ j, b i * b j * Real.exp (2 * u ^ 2 * inner ℝ (r i) (r j))) :=
    hasSum_sum fun i _ => hasSum_sum fun j _ => (hexp _).mul_left _
  rw [hsplit, ← hs.tsum_eq]
  refine tsum_nonneg fun n => ?_
  have hn : ∑ i, ∑ j, b i * b j *
      ((2 * u ^ 2 * inner ℝ (r i) (r j)) ^ n / (n.factorial : ℝ))
      = (2 * u ^ 2) ^ n / (n.factorial : ℝ) *
        ∑ i, ∑ j, b i * b j * (inner ℝ (r i) (r j)) ^ n := by
    simp only [Finset.mul_sum]
    refine Finset.sum_congr rfl fun i _ => Finset.sum_congr rfl fun j _ => ?_
    rw [mul_pow (2 * u ^ 2)]
    ring
  rw [hn]
  exact mul_nonneg (by positivity) (gram_pow_nonneg r n b)
```

## The long-range Hartree energy of fixed charges never decreases with w

Write \(Q(u)=\sum_{ij}\rho_i\rho_j\,e^{-u^2|r_i-r_j|^2}\). Inserting the definition of \(K\) and exchanging the finite sums with the integral gives

\[
E_H(w)=\frac12\cdot\frac{2}{\sqrt\pi}\int_0^wQ(u)\,du=\frac1{\sqrt\pi}\int_0^wQ(u)\,du .
\]

The exchange is allowed because each Gaussian is continuous in \(u\), hence integrable on the interval. The tactic `fun_prop` proves the continuity.

```lean
/-- The long-range Hartree energy is an integral of Gaussian interaction energies. -/
theorem lrHartree_eq_integral (w : ℝ) (r : ι → EuclideanSpace ℝ (Fin d)) (ρ : ι → ℝ) :
    lrHartree w r ρ = 1 / Real.sqrt Real.pi * ∫ u in (0 : ℝ)..w,
      ∑ i, ∑ j, ρ i * ρ j * Real.exp (-(u ^ 2 * ‖r i - r j‖ ^ 2)) := by
  have h : ∫ u in (0 : ℝ)..w, ∑ i, ∑ j, ρ i * ρ j * Real.exp (-(u ^ 2 * ‖r i - r j‖ ^ 2))
      = ∑ i, ∑ j, ρ i * ρ j *
        ∫ u in (0 : ℝ)..w, Real.exp (-(u ^ 2 * ‖r i - r j‖ ^ 2)) := by
    rw [intervalIntegral.integral_finsetSum]
    · refine Finset.sum_congr rfl fun i _ => ?_
      rw [intervalIntegral.integral_finsetSum]
      · exact Finset.sum_congr rfl fun j _ => intervalIntegral.integral_const_mul _ _
      · intro j _
        exact Continuous.intervalIntegrable (by fun_prop) _ _
    · intro i _
      exact Continuous.intervalIntegrable (by fun_prop) _ _
  rw [h]
  simp only [lrHartree, lrMatrix, lrKernel, Matrix.of_apply, Finset.mul_sum]
  exact Finset.sum_congr rfl fun i _ => Finset.sum_congr rfl fun j _ => by ring
```

For \(w_1\le w_2\), subtracting the two integrals leaves

\[
E_H(w_2)-E_H(w_1)=\frac1{\sqrt\pi}\int_{w_1}^{w_2}Q(u)\,du\ge0,
\]

since \(Q(u)\ge0\) for every \(u\). With the charges held fixed, raising the range-separation parameter therefore never lowers the long-range Hartree energy. In a self-consistent calculation the density also responds to \(w\), and the inequality says nothing about that response. In the proof, `hsub` is the difference of the integrals and `hpos` is its sign.

```lean
/-- The long-range Hartree energy of fixed real charges never decreases when the
range-separation parameter is raised. -/
theorem lrHartree_mono (r : ι → EuclideanSpace ℝ (Fin d)) (ρ : ι → ℝ) {w₁ w₂ : ℝ}
    (h : w₁ ≤ w₂) : lrHartree w₁ r ρ ≤ lrHartree w₂ r ρ := by
  rw [lrHartree_eq_integral, lrHartree_eq_integral]
  let f : ℝ → ℝ := fun u => ∑ i, ∑ j, ρ i * ρ j * Real.exp (-(u ^ 2 * ‖r i - r j‖ ^ 2))
  have hf : Continuous f := by fun_prop
  have hsub : (∫ u in (0 : ℝ)..w₂, f u) - ∫ u in (0 : ℝ)..w₁, f u = ∫ u in w₁..w₂, f u :=
    intervalIntegral.integral_interval_sub_left
      (hf.intervalIntegrable _ _) (hf.intervalIntegrable _ _)
  have hpos : 0 ≤ ∫ u in w₁..w₂, f u :=
    intervalIntegral.integral_nonneg_of_forall h fun u => gaussian_nonneg r ρ u
  have hle : ∫ u in (0 : ℝ)..w₁, f u ≤ ∫ u in (0 : ℝ)..w₂, f u := by linarith
  exact mul_le_mul_of_nonneg_left hle (by positivity)
```

At \(w=0\) the integral is empty and \(E_H(0)=0\). Monotonicity then gives \(E_H(w)\ge0\) for \(w\ge0\).

```lean
/-- For `w ≥ 0` the long-range Hartree energy is nonnegative for real charges of any sign. -/
theorem lrHartree_nonneg {w : ℝ} (hw : 0 ≤ w) (r : ι → EuclideanSpace ℝ (Fin d))
    (ρ : ι → ℝ) : 0 ≤ lrHartree w r ρ := by
  have h0 : lrHartree 0 r ρ = 0 := by simp [lrHartree_eq_integral]
  exact h0 ▸ lrHartree_mono r ρ hw
```

## The interaction matrix is positive semidefinite

For a real matrix, `PosSemidef` means that the matrix is symmetric and that \(x^{T}Kx\ge0\) for every real vector \(x\). Symmetry holds because \(|r_i-r_j|=|r_j-r_i|\). The quadratic form is twice a Hartree energy with \(x\) as the charges:

\[
x^{T}Kx=\sum_{ij}x_ix_jK_{ij}=2E_H(w)\big|_{\rho=x}\ge0 .
\]

The proof checks symmetry with `norm_sub_rev`, establishes the displayed identity as `h`, and finishes with the previous theorem.

```lean
/-- For `w ≥ 0` the long-range interaction matrix of any finite family of points in
`d`-dimensional space is positive semidefinite. -/
theorem lrMatrix_posSemidef {w : ℝ} (hw : 0 ≤ w) (r : ι → EuclideanSpace ℝ (Fin d)) :
    (lrMatrix w r).PosSemidef := by
  refine Matrix.PosSemidef.of_dotProduct_mulVec_nonneg
    (Matrix.IsHermitian.ext fun i j => by simp [lrMatrix, norm_sub_rev (r j) (r i)]) ?_
  intro x
  -- the quadratic form is twice a Hartree energy
  have h : star x ⬝ᵥ (lrMatrix w r *ᵥ x) = 2 * lrHartree w r x := by
    simp only [lrHartree, dotProduct, Matrix.mulVec, Pi.star_apply, star_trivial,
      Finset.mul_sum]
    exact Finset.sum_congr rfl fun i _ => Finset.sum_congr rfl fun j _ => by ring
  rw [h]
  exact mul_nonneg (by norm_num) (lrHartree_nonneg hw r x)
```

The matrix can be singular. Two coincident points give two equal rows, and opposite charges placed on them have zero energy. A pivoted Cholesky factorisation handles this case by stopping once the remaining diagonal is zero or below a chosen threshold.

## Positive entries fix the sign of exchange

Semidefiniteness alone does not fix the sign of \(E_x\) for every complex \(\gamma\). The matrix with diagonal entries \(1\) and off-diagonal entries \(-1\) is positive semidefinite, yet in place of \(K\) it would give \(E_x=+1\) for \(\gamma_{12}=\gamma_{21}=1\) and \(\gamma_{11}=\gamma_{22}=0\). This \(\gamma\) has eigenvalues \(\pm1\), so it is not a physical density matrix, whose eigenvalues are nonnegative. For a positive semidefinite \(\gamma\), semidefiniteness of \(K\) would be enough, by the Schur product theorem. The long-range interaction has a further property that settles the sign for every complex \(\gamma\): for \(w>0\) it is the integral of a positive function over an interval of positive length, so \(v_w(s)>0\) at every distance.

```lean
/-- For `w > 0` the long-range interaction is strictly positive at every distance. -/
theorem lrKernel_pos {w : ℝ} (hw : 0 < w) (s : ℝ) : 0 < lrKernel w s :=
  mul_pos (by positivity) (intervalIntegral.intervalIntegral_pos_of_pos
    (Continuous.intervalIntegrable (by fun_prop) _ _) (fun _ => Real.exp_pos _) hw)
```

Every term \(K_{ij}|\gamma_{ij}|^2\) is then nonnegative, and

\[
E_x=-\frac12\sum_{ij}K_{ij}|\gamma_{ij}|^2\le0 .
\]

If \(E_x=0\), each term must vanish. Since \(K_{ij}>0\), this forces \(\gamma_{ij}=0\) for all \(i\) and \(j\). Conversely, \(\gamma=0\) gives \(E_x=0\). At \(w=0\) the interaction is zero and \(E_x\) vanishes for every \(\gamma\), so the equality case fails there as soon as there is at least one point.

The Lean statement joins the inequality and the equality case in one conjunction. The facts `hK` and `hterm` are the positivity of the entries and the nonnegativity of the terms. For the equality case, `Finset.sum_eq_zero_iff_of_nonneg` is used twice, first to make each row sum vanish and then each term in the row.

Some range-separated hybrids include this long-range exchange energy with a positive coefficient. On a finite grid with positive weights and for \(w>0\), it then makes a negative contribution for each spin channel whose density matrix is nonzero at some pair of grid points. Screened hybrids such as HSE use exact exchange only at short range, so the result does not apply to their long-range exchange.

```lean
/-- For `w > 0` the long-range exchange energy of every complex matrix `γ` is nonpositive,
and it vanishes only for `γ = 0`. -/
theorem lrExchange_nonpos_and_eq_zero_iff {w : ℝ} (hw : 0 < w)
    (r : ι → EuclideanSpace ℝ (Fin d)) (γ : Matrix ι ι ℂ) :
    lrExchange w r γ ≤ 0 ∧ (lrExchange w r γ = 0 ↔ γ = 0) := by
  have hK (i j : ι) : 0 < lrMatrix w r i j := lrKernel_pos hw _
  have hterm (i j : ι) : 0 ≤ lrMatrix w r i j * ‖γ i j‖ ^ 2 :=
    mul_nonneg (hK i j).le (sq_nonneg _)
  have hrow (i : ι) : 0 ≤ ∑ j, lrMatrix w r i j * ‖γ i j‖ ^ 2 :=
    Finset.sum_nonneg fun j _ => hterm i j
  have hall : 0 ≤ ∑ i, ∑ j, lrMatrix w r i j * ‖γ i j‖ ^ 2 :=
    Finset.sum_nonneg fun i _ => hrow i
  refine ⟨by unfold lrExchange; linarith, fun h => ?_, fun h => by simp [lrExchange, h]⟩
  -- a vanishing sum of nonnegative terms vanishes term by term
  have hsum : ∑ i, ∑ j, lrMatrix w r i j * ‖γ i j‖ ^ 2 = 0 := by
    unfold lrExchange at h
    linarith
  ext i j
  have h1 := (Finset.sum_eq_zero_iff_of_nonneg fun i _ => hrow i).1 hsum i
    (Finset.mem_univ i)
  have h2 := (Finset.sum_eq_zero_iff_of_nonneg fun j _ => hterm i j).1 h1 j
    (Finset.mem_univ j)
  have h3 : ‖γ i j‖ ^ 2 = 0 := (mul_eq_zero.1 h2).resolve_left (hK i j).ne'
  exact norm_eq_zero.1 (pow_eq_zero_iff (two_ne_zero)|>.1 h3)

end

end RangeSeparation
```

```lean
#print axioms RangeSeparation.lrKernel_eq_erf_div
-- 'RangeSeparation.lrKernel_eq_erf_div' depends on axioms: [propext, Classical.choice, Quot.sound]
#print axioms RangeSeparation.lrKernel_zero
-- 'RangeSeparation.lrKernel_zero' depends on axioms: [propext, Classical.choice, Quot.sound]
#print axioms RangeSeparation.lrMatrix_posSemidef
-- 'RangeSeparation.lrMatrix_posSemidef' depends on axioms: [propext, Classical.choice, Quot.sound]
#print axioms RangeSeparation.lrExchange_nonpos_and_eq_zero_iff
-- 'RangeSeparation.lrExchange_nonpos_and_eq_zero_iff' depends on axioms: [propext, Classical.choice, Quot.sound]
```
